# A nonzero traceless quadratic potential rises in one direction and falls in another

Let \(A\) be a nonzero real symmetric \(d\times d\) matrix with zero trace. Then there are unit vectors \(u\) and \(v\) with
\[
u\cdot Au>0,\qquad v\cdot Av<0 .
\]
The static potential \(\varphi(x)=x\cdot Ax\) therefore pushes a positive charge back towards the centre along \(u\) and lets it escape along \(v\). For a negative charge the two directions exchange roles.

## Charge-free space fixes the trace

In a region without charge, an electrostatic potential obeys Laplace's equation \(\nabla^2\varphi=0\). For the quadratic potential above, \(\nabla^2\varphi=2\,\mathrm{tr}\,A\), so zero trace says that the sources of the field lie outside the region.

This is the quadratic case of Earnshaw's theorem. The potential is exactly \(x\cdot Ax\), and only its centre \(x=0\) is examined, so a field whose first non-constant term there is of higher order is not treated. In a simulation of trapped ions, a static external potential of this purely quadratic, charge-free kind gives a classical point charge no energy minimum at the centre.

## The theorems in terms of vectors and charges

The coordinates are labelled by a finite type `n`, whose number of elements is the dimension \(d\). A position is a function `n → ℝ`, and `quadPotential A x` is \(\varphi(x)\). Lengths are Euclidean and are expressed through the dot product: `u ⬝ᵥ u = 1` says that \(u\) is a unit vector.

The main theorem, `no_confining_quadrupole`, assumes that \(A\) is symmetric (`A.IsSymm`), traceless and nonzero. These hypotheses can only be met for \(d\ge 2\), since a traceless \(1\times1\) matrix is zero and for \(d=0\) the only matrix is the zero matrix.

In `charge_escapes` the trace condition is replaced by Laplace's equation at every point. The Laplacian, `coordLaplacian`, is the sum of the second derivatives along the coordinate axes. The conclusion is that for every charge \(q\neq0\) and every radius \(r>0\) some point with \(|x|=r\) satisfies \(q\varphi(x)<q\varphi(0)\). This is a statement about the energy in a static potential; no equation of motion enters.

The last theorem, `isotropic_trap_needs_charge`, shows what the trace condition excludes. The potential \(x\cdot x\) is positive everywhere except at the centre, and its Laplacian is \(2d\). For \(d\ge1\) this is nonzero, so such a potential requires a uniform background charge in the region.

## From the Laplacian to the two directions

**The potential along a line.** Since \(A\) is symmetric, \(x\cdot Ay=y\cdot Ax\), and hence
\[
\varphi(x+ty)=\varphi(x)+2t\,(y\cdot Ax)+t^2\varphi(y).
\]
Let \(e_i\) be the unit vector along axis \(i\), so that \(e_i\cdot Ae_j=A_{ij}\). With \(y=e_i\), the second derivative in \(t\) is \(2\varphi(e_i)=2A_{ii}\). Summing over \(i\) gives
\[
\nabla^2\varphi=2\sum_i A_{ii}=2\,\mathrm{tr}\,A .
\]

**A positive value exists.** Suppose that \(\varphi(x)\le0\) for all \(x\). Then \(A_{ii}=\varphi(e_i)\le0\) for each \(i\). These numbers add up to zero, so each of them vanishes. The line formula now gives
\[
\varphi(e_j+te_i)=A_{jj}+2tA_{ij}+t^2A_{ii}=2tA_{ij}\le0 .
\]
Taking \(t=1\) gives \(A_{ij}\le0\), and \(t=-1\) gives \(A_{ij}\ge0\). Every entry is therefore zero, which contradicts \(A\neq0\).

**Unit length.** Some \(x\) thus has \(\varphi(x)>0\), and it is not the zero vector because \(\varphi(0)=0\). Put \(u=x/|x|\). Then
\[
\varphi(u)=\frac{\varphi(x)}{|x|^2}>0 .
\]

**A negative value exists.** The matrix \(-A\) is also symmetric, traceless and nonzero. The argument just given yields a unit vector \(v\) with \(-\varphi(v)>0\).

**Escape of a charge.** Laplace's equation gives \(\mathrm{tr}\,A=0\), so \(u\) and \(v\) exist. Let \(w=v\) if \(q>0\) and \(w=u\) if \(q<0\); in both cases \(q\varphi(w)<0\). The point \(rw\) lies at distance \(r\) from the centre, and
\[
q\varphi(rw)=r^2q\varphi(w)<0=q\varphi(0).
\]

**The isotropic potential.** For \(A=1\) the potential is \(x\cdot x=\sum_i x_i^2\), which is positive for \(x\neq0\), and the trace is \(d\).

## The Lean file

```lean
import Mathlib

open Matrix

namespace QuadrupoleTrap

noncomputable section

variable {n : Type*} [Fintype n] [DecidableEq n]

/-- The static quadratic potential `x · A x` with coefficient matrix `A`. -/
def quadPotential (A : Matrix n n ℝ) (x : n → ℝ) : ℝ := x ⬝ᵥ A *ᵥ x

/-- The Laplacian: the sum of the second derivatives along the coordinate axes. -/
def coordLaplacian (φ : (n → ℝ) → ℝ) (x : n → ℝ) : ℝ :=
  ∑ i, deriv (deriv (fun t : ℝ => φ (x + t • (Pi.single i (1 : ℝ) : n → ℝ)))) 0

omit [DecidableEq n] in
/-- For symmetric `A`, the potential along any straight line is an explicit quadratic function of
the displacement. -/
theorem quadPotential_line {A : Matrix n n ℝ} (hA : A.IsSymm) (x y : n → ℝ) (t : ℝ) :
    quadPotential A (x + t • y) =
      quadPotential A x + t * (2 * (y ⬝ᵥ A *ᵥ x)) + t ^ 2 * quadPotential A y := by
  have h : x ⬝ᵥ A *ᵥ y = y ⬝ᵥ A *ᵥ x := by
    rw [Matrix.dotProduct_mulVec, ← Matrix.mulVec_transpose, hA.eq, dotProduct_comm]
  simp only [quadPotential, Matrix.mulVec_add, Matrix.mulVec_smul, dotProduct_add,
    add_dotProduct, smul_dotProduct, dotProduct_smul, smul_eq_mul]
  linear_combination t * h

/-- The matrix element of `A` between two coordinate unit vectors is the matrix entry. -/
theorem unit_matrix_element (A : Matrix n n ℝ) (i j : n) :
    (Pi.single i (1 : ℝ) : n → ℝ) ⬝ᵥ A *ᵥ (Pi.single j (1 : ℝ) : n → ℝ) = A i j := by
  simp only [Matrix.mulVec, dotProduct, Pi.single_apply, mul_ite, ite_mul, mul_one, one_mul,
    mul_zero, zero_mul, Finset.sum_ite_eq', Finset.mem_univ, ↓reduceIte]

/-- The second derivative of `a + t b + t² c` at `t = 0` is `2 c`. -/
theorem second_deriv_quadratic (a b c : ℝ) :
    deriv (deriv (fun t : ℝ => a + t * b + t ^ 2 * c)) 0 = 2 * c := by
  have h1 : deriv (fun t : ℝ => a + t * b + t ^ 2 * c) = fun t => b + 2 * t * c := by
    funext t
    have h := (((hasDerivAt_id' t).mul_const b).const_add a).fun_add
      (((hasDerivAt_id' t).fun_pow 2).mul_const c)
    exact (h.congr_deriv (by norm_num)).deriv
  rw [h1]
  have h2 := (((hasDerivAt_id' (0 : ℝ)).const_mul 2).mul_const c).const_add b
  exact (h2.congr_deriv (by ring)).deriv

/-- The Laplacian of the quadratic potential of a symmetric matrix is everywhere twice the trace of
the matrix. -/
theorem laplacian_quadPotential {A : Matrix n n ℝ} (hA : A.IsSymm) (x : n → ℝ) :
    coordLaplacian (quadPotential A) x = 2 * A.trace := by
  have key : ∀ i, deriv (deriv (fun t : ℝ =>
      quadPotential A (x + t • (Pi.single i (1 : ℝ) : n → ℝ)))) 0 = 2 * A i i := by
    intro i
    have e : (fun t : ℝ => quadPotential A (x + t • (Pi.single i (1 : ℝ) : n → ℝ))) =
        fun t => quadPotential A x + t * (2 * ((Pi.single i (1 : ℝ) : n → ℝ) ⬝ᵥ A *ᵥ x)) +
          t ^ 2 * quadPotential A (Pi.single i (1 : ℝ)) :=
      funext fun t => quadPotential_line hA x _ t
    rw [e, second_deriv_quadratic, quadPotential, unit_matrix_element]
  simp only [coordLaplacian, key, Matrix.trace, Matrix.diag_apply, Finset.mul_sum]

/-- A nonzero symmetric traceless matrix has a unit vector along which its quadratic
potential is positive. -/
theorem exists_trapping_direction {A : Matrix n n ℝ} (hA : A.IsSymm) (htr : A.trace = 0)
    (h0 : A ≠ 0) : ∃ u : n → ℝ, u ⬝ᵥ u = 1 ∧ 0 < quadPotential A u := by
  have hex : ∃ x, 0 < quadPotential A x := by
    by_contra h
    have hneg : ∀ x, quadPotential A x ≤ 0 := fun x => not_lt.mp fun hx => h ⟨x, hx⟩
    have hq : ∀ i, quadPotential A (Pi.single i (1 : ℝ)) = A i i :=
      fun i => unit_matrix_element A i i
    have hd : ∀ i, A i i ≤ 0 := fun i => hq i ▸ hneg _
    have hs : ∑ i, A i i = 0 := htr
    -- nonpositive diagonal entries with zero sum all vanish
    have hz : ∀ i, A i i = 0 := fun i =>
      (Finset.sum_eq_zero_iff_of_nonpos (fun i _ => hd i)).mp hs i (Finset.mem_univ i)
    apply h0
    ext i j
    -- at `e_j + t e_i` the potential equals `t * (2 * A i j)`, which is therefore nonpositive
    have hl : ∀ t : ℝ, t * (2 * A i j) ≤ 0 := by
      intro t
      have h1 := hneg (Pi.single j (1 : ℝ) + t • (Pi.single i (1 : ℝ) : n → ℝ))
      rw [quadPotential_line hA, hq, hq, unit_matrix_element, hz, hz] at h1
      linarith
    have hp := hl 1
    have hm := hl (-1)
    simp only [Matrix.zero_apply]
    linarith
  obtain ⟨x, hx⟩ := hex
  have hxx : 0 < x ⬝ᵥ x := by
    have hnn : 0 ≤ x ⬝ᵥ x := Finset.sum_nonneg fun i _ => mul_self_nonneg (x i)
    refine lt_of_le_of_ne hnn fun h => ?_
    have hx0 : x = 0 := dotProduct_self_eq_zero.mp h.symm
    simp [hx0, quadPotential] at hx
  -- rescale to unit length
  obtain ⟨r, hr0, hr⟩ : ∃ r : ℝ, 0 < r ∧ r * r = x ⬝ᵥ x :=
    ⟨√(x ⬝ᵥ x), Real.sqrt_pos.mpr hxx, Real.mul_self_sqrt hxx.le⟩
  refine ⟨r⁻¹ • x, ?_, ?_⟩
  · rw [smul_dotProduct, dotProduct_smul, smul_eq_mul, smul_eq_mul, ← hr]
    field_simp
  · simp only [quadPotential, Matrix.mulVec_smul, smul_dotProduct, dotProduct_smul,
      smul_eq_mul] at hx ⊢
    positivity

/-- The quadratic potential of a nonzero symmetric traceless matrix is positive along some unit
vector and negative along another. -/
theorem no_confining_quadrupole {A : Matrix n n ℝ} (hA : A.IsSymm) (htr : A.trace = 0)
    (h0 : A ≠ 0) :
    (∃ u : n → ℝ, u ⬝ᵥ u = 1 ∧ 0 < quadPotential A u) ∧
      ∃ v : n → ℝ, v ⬝ᵥ v = 1 ∧ quadPotential A v < 0 := by
  refine ⟨exists_trapping_direction hA htr h0, ?_⟩
  -- reversing the sign of the potential exchanges the two kinds of direction
  obtain ⟨v, hv, hpos⟩ := exists_trapping_direction (A := -A) hA.neg
    (by rw [Matrix.trace_neg, htr, neg_zero]) (neg_ne_zero.mpr h0)
  refine ⟨v, hv, ?_⟩
  simp only [quadPotential, Matrix.neg_mulVec, dotProduct_neg] at hpos ⊢
  linarith

/-- If a nonzero quadratic potential obeys Laplace's equation, then for a charge of either
sign every sphere about the centre has a point of energy lower than at the centre. -/
theorem charge_escapes {A : Matrix n n ℝ} (hA : A.IsSymm) (h0 : A ≠ 0)
    (hL : ∀ x, coordLaplacian (quadPotential A) x = 0) {q r : ℝ} (hq : q ≠ 0) (hr : 0 < r) :
    ∃ x : n → ℝ, x ⬝ᵥ x = r ^ 2 ∧ q * quadPotential A x < q * quadPotential A 0 := by
  have htr : A.trace = 0 := by
    have h := hL 0
    rw [laplacian_quadPotential hA] at h
    linarith
  obtain ⟨⟨u, hu, hup⟩, v, hv, hvn⟩ := no_confining_quadrupole hA htr h0
  -- choose the escaping direction according to the sign of the charge
  obtain ⟨w, hw, hwn⟩ : ∃ w : n → ℝ, w ⬝ᵥ w = 1 ∧ q * quadPotential A w < 0 := by
    rcases lt_or_gt_of_ne hq with h | h
    · exact ⟨u, hu, mul_neg_of_neg_of_pos h hup⟩
    · exact ⟨v, hv, mul_neg_of_pos_of_neg h hvn⟩
  have hscale : quadPotential A (r • w) = r ^ 2 * quadPotential A w := by
    simp only [quadPotential, Matrix.mulVec_smul, smul_dotProduct, dotProduct_smul, smul_eq_mul]
    ring
  have hzero : quadPotential A 0 = 0 := by simp [quadPotential]
  refine ⟨r • w, ?_, ?_⟩
  · rw [smul_dotProduct, dotProduct_smul, hw, smul_eq_mul, smul_eq_mul]
    ring
  · rw [hscale, hzero, mul_zero]
    have h := mul_neg_of_pos_of_neg (pow_pos hr 2) hwn
    linarith

/-- The isotropic potential `x · x` is positive away from the centre, and its Laplacian is
twice the dimension. -/
theorem isotropic_trap_needs_charge :
    (∀ x : n → ℝ, x ≠ 0 → 0 < quadPotential (1 : Matrix n n ℝ) x) ∧
      ∀ x : n → ℝ, coordLaplacian (quadPotential (1 : Matrix n n ℝ)) x =
        2 * (Fintype.card n : ℝ) := by
  constructor
  · intro x hx
    rw [quadPotential, Matrix.one_mulVec]
    have hnn : 0 ≤ x ⬝ᵥ x := Finset.sum_nonneg fun i _ => mul_self_nonneg (x i)
    exact lt_of_le_of_ne hnn fun h => hx (dotProduct_self_eq_zero.mp h.symm)
  · intro x
    rw [laplacian_quadPotential Matrix.isSymm_one, Matrix.trace_one]

end

end QuadrupoleTrap
```

```lean
#print axioms QuadrupoleTrap.no_confining_quadrupole
-- 'QuadrupoleTrap.no_confining_quadrupole' depends on axioms: [propext, Classical.choice, Quot.sound]
#print axioms QuadrupoleTrap.charge_escapes
-- 'QuadrupoleTrap.charge_escapes' depends on axioms: [propext, Classical.choice, Quot.sound]
#print axioms QuadrupoleTrap.isotropic_trap_needs_charge
-- 'QuadrupoleTrap.isotropic_trap_needs_charge' depends on axioms: [propext, Classical.choice, Quot.sound]
```

## How the Lean proof follows the calculation

`quadPotential_line` is the expansion along a line. Its local fact `h` is the symmetry relation \(x\cdot Ay=y\cdot Ax\). After the products have been expanded, the two sides differ by \(t\) times this relation, which is what `linear_combination t * h` supplies.

`unit_matrix_element` identifies \(e_i\cdot Ae_j\) with \(A_{ij}\), and `second_deriv_quadratic` differentiates \(a+tb+t^2c\) twice at \(t=0\). `laplacian_quadPotential` combines the three: its step `key` finds \(2A_{ii}\) for each axis, and the last line sums over the axes.

`exists_trapping_direction` contains the argument by contradiction. There `hneg` is the assumption that \(\varphi\) is nowhere positive, `hd` gives the nonpositive diagonal entries, and `hz` makes them vanish by `Finset.sum_eq_zero_iff_of_nonpos`. The inequality \(2tA_{ij}\le0\) is `hl`; its instances at \(1\) and \(-1\) are `hp` and `hm`, from which `linarith` obtains \(A_{ij}=0\). The rest of the proof takes \(r=\sqrt{x\cdot x}\) and checks that \(r^{-1}x\) has unit length and a positive potential.

`no_confining_quadrupole` applies this lemma to \(A\) and to \(-A\). In `charge_escapes`, Laplace's equation is needed only at the origin to obtain the zero trace. The case split on the sign of \(q\) selects \(w\), and `hscale` is the scaling law \(\varphi(rw)=r^2\varphi(w)\).

The two halves of `isotropic_trap_needs_charge` use the positivity of a sum of squares and the Laplacian formula with the trace of the identity matrix.
